# Zero-point average of a quadratic property, to first order in cubic anharmonicity

The vibrational state is modelled by an explicit function, $\psi_0+c\varphi$, and not by an eigenfunction of the anharmonic Hamiltonian. For real $c\neq0$ the potential $\tfrac12x^2+cx^3$ is unbounded below and has no ground state, so $c$ serves as a perturbation parameter. There is one mode, with $x$ its dimensionless normal coordinate and energies in units of $\hbar\omega$.

```lean
import Mathlib

open MeasureTheory

namespace ZeroPointAveraging

noncomputable section
```

The harmonic ground state $\psi_0$ is `ground`.

```lean
/-- The normalised ground state of the dimensionless harmonic oscillator. -/
def ground (x : ℝ) : ℝ := Real.pi ^ (-1 / 4 : ℝ) * Real.exp (-x ^ 2 / 2)
```

Its first-order change $\varphi$ per unit of $c$ is `response`; part (e) justifies the formula.

```lean
/-- The first-order change of the ground state per unit of cubic anharmonicity. -/
def response (x : ℝ) : ℝ := -(x ^ 3 / 3 + x) * ground x
```

The property $\alpha(x)$, for instance a polarizability component, has value $a_0$, slope $a_1$ and second derivative $a_2$ at $x=0$.

```lean
/-- A molecular property expanded to second order in the vibrational coordinate. -/
def property (a₀ a₁ a₂ x : ℝ) : ℝ := a₀ + a₁ * x + a₂ * x ^ 2 / 2
```

The moments $m_n$ of the density $\psi_0^2$ are `moment n`.

```lean
/-- The moments of the coordinate in the zero-point distribution. -/
def moment (n : ℕ) : ℝ := ∫ x : ℝ, x ^ n * ground x ^ 2
```

The normalised expectation value of $\alpha$ in $\psi_0+c\varphi$ is `vibAverage`.

```lean
/-- The expectation value of the property in the state `ground + c * response`, divided by
the squared norm of that state, which must be nonzero. -/
def vibAverage (a₀ a₁ a₂ c : ℝ) : ℝ :=
  (∫ x : ℝ, property a₀ a₁ a₂ x * (ground x + c * response x) ^ 2) /
    ∫ x : ℝ, (ground x + c * response x) ^ 2
```

### (a) The zero-point density

Show that the density is a Gaussian: $\psi_0^2=\pi^{-1/2}e^{-x^2}$.

Squaring turns $\pi^{-1/4}$ into $\pi^{-1/2}$ and doubles the exponent $-x^2/2$.

```lean
/-- The zero-point distribution is a Gaussian. -/
theorem ground_sq (x : ℝ) : ground x ^ 2 = (√Real.pi)⁻¹ * Real.exp (-x ^ 2) := by
  have h1 : (Real.pi ^ (-1 / 4 : ℝ)) ^ 2 = (√Real.pi)⁻¹ := by
    rw [← Real.rpow_natCast, ← Real.rpow_mul Real.pi_pos.le, Real.sqrt_eq_rpow,
      ← Real.rpow_neg Real.pi_pos.le]
    congr 1
    norm_num
  have h2 : Real.exp (-x ^ 2 / 2) ^ 2 = Real.exp (-x ^ 2) := by
    rw [← Real.exp_nat_mul]
    congr 1
    push_cast
    ring
  rw [ground, mul_pow, h1, h2]
```

### (b) Slope of the ground state

Show that $\psi_0'=-x\psi_0$.

The chain rule brings down the derivative of $-x^2/2$, which is $-x$.

```lean
lemma hasDerivAt_ground (x : ℝ) : HasDerivAt ground (-x * ground x) x := by
  have h : HasDerivAt (fun y : ℝ => -y ^ 2 / 2) (-x) x :=
    (((hasDerivAt_id' x).fun_pow 2).fun_neg.div_const 2).congr_deriv (by
      simp only [Nat.cast_ofNat, Nat.reduceSub]; ring)
  exact (h.exp.const_mul (Real.pi ^ (-1 / 4 : ℝ))).congr_deriv (by unfold ground; ring)
```

### (c) Finite moments

Show that $x^n\psi_0^2$ is integrable for every natural number $n$, that is, $\int|x|^n\psi_0^2\,dx<\infty$.

Since $|x|^ne^{-x^2/2}$ is bounded, the integrand is at most a constant times $e^{-x^2/2}$. The proof takes the corresponding Gaussian result from Mathlib.

```lean
lemma integrable_moment (n : ℕ) : Integrable fun x : ℝ => x ^ n * ground x ^ 2 := by
  have hn : (-1 : ℝ) < n := by
    have : (0 : ℝ) ≤ n := n.cast_nonneg
    linarith
  have h := (integrable_rpow_mul_exp_neg_mul_sq (b := 1) one_pos hn).const_mul (√Real.pi)⁻¹
  refine h.congr (ae_of_all _ fun x => ?_)
  simp only [Real.rpow_natCast, ground_sq, neg_mul, one_mul]
  ring
```

### (d) The oscillator equation

Show that $\psi_0$ is twice differentiable and $-\tfrac12\psi_0''+\tfrac12x^2\psi_0=\tfrac12\psi_0$.

Differentiating $-x\psi_0$ gives $\psi_0''=(x^2-1)\psi_0$; substitute. Differentiability is stated separately because Lean's `deriv` is zero wherever no derivative exists.

```lean
/-- The ground state is twice differentiable and solves the oscillator equation with
energy one half. -/
theorem ground_equation :
    Differentiable ℝ ground ∧ Differentiable ℝ (deriv ground) ∧
      ∀ x, -deriv (deriv ground) x / 2 + x ^ 2 / 2 * ground x = 1 / 2 * ground x := by
  have e : deriv ground = fun x => -x * ground x := funext fun x => (hasDerivAt_ground x).deriv
  have h (x : ℝ) : HasDerivAt (fun y => -y * ground y) ((x ^ 2 - 1) * ground x) x :=
    ((hasDerivAt_id' x).fun_neg.fun_mul (hasDerivAt_ground x)).congr_deriv (by ring)
  rw [e]
  refine ⟨fun x => (hasDerivAt_ground x).differentiableAt, fun x => (h x).differentiableAt,
    fun x => ?_⟩
  rw [(h x).deriv]
  ring
```

### (e) The first-order equation

Show that $\varphi$ is twice differentiable and $-\tfrac12\varphi''+\tfrac12(x^2-1)\varphi=-x^3\psi_0$.

The product rule gives
$$\varphi'=\left(\tfrac{x^4}{3}-1\right)\psi_0,\qquad \varphi''=\left(\tfrac{4x^3}{3}-\tfrac{x^5}{3}+x\right)\psi_0.$$
The left side is therefore $\psi_0$ times
$$\left(-\tfrac{2x^3}{3}+\tfrac{x^5}{6}-\tfrac x2\right)+\left(-\tfrac{x^5}{6}-\tfrac{x^3}{3}+\tfrac x2\right)=-x^3.$$
No first-order energy appears, since $x^3$ is odd and averages to zero. Among square-integrable functions the equation fixes $\varphi$ up to a multiple of $\psi_0$. The formula takes the odd solution, which is orthogonal to $\psi_0$, so that $\psi_0+c\varphi$ stays normalised to first order in $c$.

```lean
/-- The response is twice differentiable and solves the first-order perturbation equation
for the cubic potential `x ^ 3`. -/
theorem response_equation :
    Differentiable ℝ response ∧ Differentiable ℝ (deriv response) ∧
      ∀ x, -deriv (deriv response) x / 2 + (x ^ 2 - 1) / 2 * response x
        = -x ^ 3 * ground x := by
  have h1 (x : ℝ) : HasDerivAt response ((x ^ 4 / 3 - 1) * ground x) x :=
    (((((hasDerivAt_id' x).fun_pow 3).div_const 3).fun_add
      (hasDerivAt_id' x)).fun_neg.fun_mul (hasDerivAt_ground x)).congr_deriv (by
        simp only [Nat.cast_ofNat, Nat.reduceSub]; ring)
  have h2 (x : ℝ) : HasDerivAt (fun y => (y ^ 4 / 3 - 1) * ground y)
      ((4 * x ^ 3 / 3 - x ^ 5 / 3 + x) * ground x) x :=
    (((((hasDerivAt_id' x).fun_pow 4).div_const 3).sub_const 1).fun_mul
      (hasDerivAt_ground x)).congr_deriv (by
        simp only [Nat.cast_ofNat, Nat.reduceSub]; ring)
  have e : deriv response = fun x => (x ^ 4 / 3 - 1) * ground x :=
    funext fun x => (h1 x).deriv
  rw [e]
  refine ⟨fun x => (h1 x).differentiableAt, fun x => (h2 x).differentiableAt, fun x => ?_⟩
  rw [(h2 x).deriv, response]
  ring
```

### (f) Norm and mean displacement

Show that $m_0=1$ and $m_1=0$.

The first follows from $\int e^{-x^2}dx=\sqrt\pi$. For the second, $(\psi_0^2)'=-2x\psi_0^2$ integrates to zero over the line.

```lean
/-- The zero-point distribution has total probability one and mean displacement zero. -/
theorem moment_zero_one : moment 0 = 1 ∧ moment 1 = 0 := by
  constructor
  · have g := integral_gaussian 1
    simp only [neg_mul, one_mul, div_one] at g
    simp only [moment, pow_zero, one_mul, ground_sq]
    rw [integral_const_mul, g]
    exact inv_mul_cancel₀ (Real.sqrt_pos.2 Real.pi_pos).ne'
  · -- the first moment is the integral of a total derivative
    have h := integral_eq_zero_of_hasDerivAt_of_integrable
      (f := fun x => ground x ^ 2) (f' := fun x => -2 * (x ^ 1 * ground x ^ 2))
      (fun x => ((hasDerivAt_ground x).fun_pow 2).congr_deriv (by
        simp only [Nat.cast_ofNat, Nat.reduceSub]; ring))
      ((integrable_moment 1).const_mul (-2)) (by simpa using integrable_moment 0)
    rw [integral_const_mul] at h
    change -2 * moment 1 = 0 at h
    linarith
```

### (g) Moment recursion

Show that $m_{n+2}=\tfrac{n+1}{2}m_n$.

Integrate
$$(x^{n+1}\psi_0^2)'=(n+1)x^n\psi_0^2-2x^{n+2}\psi_0^2.$$
The left side gives zero, and part (c) allows the right side to be split.

```lean
/-- Each moment of the zero-point distribution fixes the one two orders higher. -/
theorem moment_add_two (n : ℕ) : moment (n + 2) = (n + 1) / 2 * moment n := by
  have i1 := (integrable_moment n).const_mul ((n : ℝ) + 1)
  have i2 := (integrable_moment (n + 2)).const_mul 2
  have h := integral_eq_zero_of_hasDerivAt_of_integrable
    (f := fun x => x ^ (n + 1) * ground x ^ 2)
    (f' := fun x => ((n : ℝ) + 1) * (x ^ n * ground x ^ 2) - 2 * (x ^ (n + 2) * ground x ^ 2))
    (fun x => (((hasDerivAt_id' x).fun_pow (n + 1)).fun_mul
      ((hasDerivAt_ground x).fun_pow 2)).congr_deriv (by
        simp only [Nat.cast_ofNat, Nat.add_sub_cancel, Nat.reduceSub]
        push_cast
        ring))
    (i1.sub i2) (integrable_moment (n + 1))
  rw [integral_sub i1 i2, integral_const_mul, integral_const_mul] at h
  change ((n : ℝ) + 1) * moment n - 2 * moment (n + 2) = 0 at h
  linarith
```

### (h) Polynomials up to degree eight

Show that
$$\int\sum_{n=0}^{8}c_nx^n\,\psi_0^2\,dx=c_0+\tfrac12c_2+\tfrac34c_4+\tfrac{15}{8}c_6+\tfrac{105}{16}c_8.$$

The recursion gives $m_2,m_4,m_6,m_8$ as the displayed factors and makes the odd moments vanish; then integrate term by term. Each later integral only needs its coefficients, which `ring` verifies.

```lean
lemma integral_octic {f : ℝ → ℝ} (c₀ c₁ c₂ c₃ c₄ c₅ c₆ c₇ c₈ : ℝ)
    (hf : ∀ x, f x = (c₀ + c₁ * x + c₂ * x ^ 2 + c₃ * x ^ 3 + c₄ * x ^ 4 + c₅ * x ^ 5
      + c₆ * x ^ 6 + c₇ * x ^ 7 + c₈ * x ^ 8) * ground x ^ 2) :
    ∫ x, f x = c₀ + c₂ / 2 + 3 / 4 * c₄ + 15 / 8 * c₆ + 105 / 16 * c₈ := by
  obtain ⟨m0, m1⟩ := moment_zero_one
  have m2 : moment 2 = 1 / 2 := (moment_add_two 0).trans (by rw [m0]; norm_num)
  have m3 : moment 3 = 0 := (moment_add_two 1).trans (by rw [m1, mul_zero])
  have m4 : moment 4 = 3 / 4 := (moment_add_two 2).trans (by rw [m2]; norm_num)
  have m5 : moment 5 = 0 := (moment_add_two 3).trans (by rw [m3, mul_zero])
  have m6 : moment 6 = 15 / 8 := (moment_add_two 4).trans (by rw [m4]; norm_num)
  have m7 : moment 7 = 0 := (moment_add_two 5).trans (by rw [m5, mul_zero])
  have m8 : moment 8 = 105 / 16 := (moment_add_two 6).trans (by rw [m6]; norm_num)
  obtain ⟨c, h0, h1, h2, h3, h4, h5, h6, h7, h8⟩ : ∃ c : ℕ → ℝ, c 0 = c₀ ∧ c 1 = c₁ ∧
      c 2 = c₂ ∧ c 3 = c₃ ∧ c 4 = c₄ ∧ c 5 = c₅ ∧ c 6 = c₆ ∧ c 7 = c₇ ∧ c 8 = c₈ :=
    ⟨fun n => [c₀, c₁, c₂, c₃, c₄, c₅, c₆, c₇, c₈].getD n 0,
      rfl, rfl, rfl, rfl, rfl, rfl, rfl, rfl, rfl⟩
  -- integrate term by term
  have h : ∫ x, ∑ n ∈ Finset.range 9, c n * (x ^ n * ground x ^ 2)
      = ∑ n ∈ Finset.range 9, c n * moment n := by
    rw [MeasureTheory.integral_finsetSum _ fun n _ => (integrable_moment n).const_mul (c n)]
    exact Finset.sum_congr rfl fun n _ => integral_const_mul _ _
  have e : f = fun x => ∑ n ∈ Finset.range 9, c n * (x ^ n * ground x ^ 2) := by
    funext x
    simp only [hf, Finset.sum_range_succ, Finset.sum_range_zero, h0, h1, h2, h3, h4, h5, h6,
      h7, h8]
    ring
  rw [e, h]
  simp only [Finset.sum_range_succ, Finset.sum_range_zero, h0, h1, h2, h3, h4, h5, h6, h7, h8,
    m0, m1, m2, m3, m4, m5, m6, m7, m8]
  ring
```

### (i) Curvature and anharmonic parts

Show that
$$\int(\alpha\psi_0^2+2c\,\alpha\psi_0\varphi)\,dx=a_0+\tfrac14a_2-\tfrac32c\,a_1.$$

The integrand is $\alpha\,[1-2c(x^3/3+x)]\,\psi_0^2$. Its even coefficients are $a_0$, then $a_2/2-2ca_1$ for $x^2$, and $-2ca_1/3$ for $x^4$. By (h) the slope terms give $-ca_1-\tfrac12ca_1$.

In a one-mode vibrational-averaging calculation at this order, $a_1$ and $a_2$ can come from finite differences of the property at displaced geometries. If the code writes the cubic term as $kx^3/6$, and $k$ is converted to units of $\hbar\omega$, then $c=k/6$ and the correction is $(a_2-ka_1)/4$.

```lean
/-- Zero-point averaging to first order in the cubic anharmonicity `c`: the curvature of the
property contributes `a₂ / 4` and its slope contributes `-(3 / 2) * c * a₁`. -/
theorem zero_point_average (a₀ a₁ a₂ c : ℝ) :
    ∫ x : ℝ, (property a₀ a₁ a₂ x * ground x ^ 2
        + 2 * c * property a₀ a₁ a₂ x * ground x * response x)
      = a₀ + a₂ / 4 - 3 / 2 * c * a₁ := by
  refine (integral_octic a₀ (a₁ - 2 * c * a₀) (a₂ / 2 - 2 * c * a₁)
    (-2 * c * (a₀ / 3 + a₂ / 2)) (-2 * c * a₁ / 3) (-c * a₂ / 3) 0 0 0
    (fun x => ?_)).trans ?_
  · simp only [property, response]
    ring
  · ring
```

### (j) The normalised average

Show that for every real $c$ the normalised average is
$$\frac{a_0+\frac14a_2-\frac32a_1c+\left(\frac{29}{24}a_0+\frac{131}{96}a_2\right)c^2}{1+\frac{29}{24}c^2}.$$

Only the $c^2$ terms are new. With $u=x^3/3+x$, so that $u^2=x^2+\tfrac23x^4+\tfrac19x^6$,
$$\int u^2\psi_0^2\,dx=\tfrac{29}{24},\qquad \tfrac12\int x^2u^2\psi_0^2\,dx=\tfrac{131}{96},$$
and the $a_1$ term is odd. Setting $\alpha=1$ gives the denominator. The formula is exact for the model state $\psi_0+c\varphi$, but its $c^2$ terms are not the full second-order average of perturbation theory, which also includes the second-order change of the state.

```lean
/-- The normalised average of the property in the state `ground + c * response`, in closed
form for every real `c`. -/
theorem vibAverage_eq (a₀ a₁ a₂ c : ℝ) :
    vibAverage a₀ a₁ a₂ c =
      (a₀ + a₂ / 4 - 3 / 2 * a₁ * c + (29 / 24 * a₀ + 131 / 96 * a₂) * c ^ 2) /
        (1 + 29 / 24 * c ^ 2) := by
  have key (b₀ b₁ b₂ : ℝ) :
      ∫ x : ℝ, property b₀ b₁ b₂ x * (ground x + c * response x) ^ 2
        = b₀ + b₂ / 4 - 3 / 2 * b₁ * c + (29 / 24 * b₀ + 131 / 96 * b₂) * c ^ 2 := by
    refine (integral_octic b₀ (b₁ - 2 * c * b₀) (b₂ / 2 - 2 * c * b₁ + c ^ 2 * b₀)
      (-2 * c * (b₀ / 3 + b₂ / 2) + c ^ 2 * b₁)
      (-2 * c * b₁ / 3 + c ^ 2 * (b₂ / 2 + 2 * b₀ / 3))
      (-c * b₂ / 3 + c ^ 2 * (2 * b₁ / 3)) (c ^ 2 * (b₀ / 9 + b₂ / 3))
      (c ^ 2 * b₁ / 9) (c ^ 2 * b₂ / 18) (fun x => ?_)).trans ?_
    · simp only [property, response]
      ring
    · ring
  -- the squared norm is the integral in `key` for the constant property 1
  have norm_sq : ∫ x : ℝ, (ground x + c * response x) ^ 2 = 1 + 29 / 24 * c ^ 2 := by
    have h := key 1 0 0
    simp only [property, zero_mul, zero_div, add_zero, one_mul] at h
    rw [h]
    ring
  rw [vibAverage, key, norm_sq]
```

### (k) Linear response of the average

Show that the derivative of the normalised average at $c=0$ is $-\tfrac32a_1$.

At $c=0$ the denominator is $1$ with zero slope, so the quotient rule leaves the numerator's slope. Normalisation therefore does not alter the first-order result in (i).

```lean
/-- The normalised vibrational average changes with the cubic anharmonicity at the rate
`-(3 / 2) * a₁` at the harmonic limit. -/
theorem hasDerivAt_vibAverage (a₀ a₁ a₂ : ℝ) :
    HasDerivAt (vibAverage a₀ a₁ a₂) (-(3 / 2) * a₁) 0 := by
  have q (A B C : ℝ) : HasDerivAt (fun c : ℝ => A + B * c + C * c ^ 2) B 0 :=
    ((((hasDerivAt_id' (0 : ℝ)).const_mul B).const_add A).fun_add
      (((hasDerivAt_id' (0 : ℝ)).fun_pow 2).const_mul C)).congr_deriv (by simp)
  have e : vibAverage a₀ a₁ a₂ = fun c => (a₀ + a₂ / 4 + (-(3 / 2) * a₁) * c
      + (29 / 24 * a₀ + 131 / 96 * a₂) * c ^ 2) / (1 + 0 * c + 29 / 24 * c ^ 2) := by
    funext c
    rw [vibAverage_eq]
    congr 1 <;> ring
  rw [e]
  exact ((q _ _ _).fun_div (q 1 0 (29 / 24)) (by norm_num)).congr_deriv (by norm_num)
```

### (l) Second-order energy

Show that $\int\psi_0x^3\varphi\,dx=-\tfrac{11}{8}$.

The integrand is $-(x^6/3+x^4)\psi_0^2$, which gives $-\tfrac58-\tfrac34$. Rayleigh–Schrödinger perturbation theory reads this integral as the coefficient of $c^2$ in the energy.

```lean
/-- The second-order energy coefficient of the cubic potential `x ^ 3` is `-11 / 8`. -/
theorem second_order_energy : ∫ x : ℝ, ground x * x ^ 3 * response x = -11 / 8 := by
  refine (integral_octic 0 0 0 0 (-1) 0 (-1 / 3) 0 0 (fun x => ?_)).trans ?_
  · simp only [response]
    ring
  · norm_num

end

end ZeroPointAveraging
```

```lean
#print axioms ZeroPointAveraging.response_equation
-- 'ZeroPointAveraging.response_equation' depends on axioms: [propext, Classical.choice, Quot.sound]
#print axioms ZeroPointAveraging.zero_point_average
-- 'ZeroPointAveraging.zero_point_average' depends on axioms: [propext, Classical.choice, Quot.sound]
#print axioms ZeroPointAveraging.hasDerivAt_vibAverage
-- 'ZeroPointAveraging.hasDerivAt_vibAverage' depends on axioms: [propext, Classical.choice, Quot.sound]
#print axioms ZeroPointAveraging.second_order_energy
-- 'ZeroPointAveraging.second_order_energy' depends on axioms: [propext, Classical.choice, Quot.sound]
```
